# Error bound for the truncated Born series of $(M-V)^{-1}$

## Definitions and conventions

Let $A$ be a ring with unit $1$ and a norm obeying the triangle inequality and $\|xy\|\le\|x\|\,\|y\|$, complete in that norm. Complex square matrices and bounded operators on a Hilbert space, with the operator norm, are the usual examples. Multiplication need not commute, and $\|1\|=1$ is not assumed. Let $M\in A$ have the two-sided inverse $G_0$, let $V\in A$ be the perturbation, and write $x=G_0V$. For an unperturbed Hamiltonian $H_0$ and a complex energy $z$ one takes $M=z-H_0$, so that $G_0=(z-H_0)^{-1}$ is the free Green's operator. The Born partial sum with $n\ge0$ terms is
$$S_n=\sum_{k=0}^{n-1}x^kG_0,\qquad S_0=0,\quad S_1=G_0,\quad S_2=G_0+G_0VG_0 .$$

## The claim and its derivation

**Claim.** If $\|G_0V\|\le q<1$ for a real $q$, then $M-V$ has an inverse $G$, and for every $n\ge0$
$$\|G-S_n\|\le\frac{q^n\,\|G_0\|}{1-q}.$$

*Step 1, powers.* For any $y\in A$, $\|x^ky\|\le q^k\|y\|$. This is an equality at $k=0$, and $\|x^{k+1}y\|=\|x\,(x^ky)\|\le\|x\|\,\|x^ky\|\le q\cdot q^k\|y\|$.

*Step 2, fixed points.* If $B,D\in A$ obey $D=B+xD$, then $\|D\|\le\|B\|+q\|D\|$, and since $1-q>0$ this gives $\|D\|\le\|B\|/(1-q)$.

*Step 3, two recursions.* Splitting off the last term of $S_{n+1}$ gives $S_n+x^nG_0$. Splitting off the first and pulling out a factor $x$ gives $G_0+xS_n$. Hence $x^nG_0=G_0+xS_n-S_n$.

*Step 4, the error equation.* Let $(M-V)G=1$. Multiplying from the left by $G_0$ and using $G_0M=1$ gives the Dyson equation $G-xG=G_0$. For $D=G-S_n$,
$$x^nG_0+xD=(G_0+xS_n-S_n)+(G-G_0)-xS_n=D .$$
Step 2 with $B=x^nG_0$ yields $\|G-S_n\|\le\|x^nG_0\|/(1-q)$, the norm of the first omitted term divided by $1-q$.

*Step 5, invertibility.* From $MG_0=1$ follows $M-V=M(1-x)$. The sums $T_N=\sum_{k<N}x^k$ form a Cauchy sequence because $\|x^k\|\le q^k$ for $k\ge1$, so they converge by completeness. They obey $(1-x)T_N=T_N(1-x)=1-x^N\to1$, so the limit inverts $1-x$. Thus $M-V$ is a product of invertible factors, and Step 4 with Step 1 (for $y=G_0$, $k=n$) gives the claim.

At the smallest size $n=0$ the sum is empty and the claim reads $\|G\|\le\|G_0\|/(1-q)$, a bound on the full Green's operator.

The estimate controls the order-by-order expansion of a one-particle Green's matrix $(z-H_0-V)^{-1}$, for bounded $H_0$ and $V$ (matrices in a finite orthonormal basis, for instance) and at energies where $\|G_0V\|<1$. The Born series of scattering theory is taken in the limit $z\to E+i0$ with $E$ in the continuous spectrum of an unbounded $H_0$, and that setting lies beyond these hypotheses.

## Formal development

In Lean 4 with Mathlib:

```lean
import Mathlib

open Filter Topology
open scoped Quaternion

namespace BornSeriesResolventError

noncomputable section

variable {A : Type*} [NormedRing A]
```

`NormedRing A` supplies the ring with a submultiplicative norm. Completeness is added only in the theorems that use it.

```lean
/-- The Born partial sum `∑_{k<n} (G₀ V)^k G₀` built from the free Green's operator `G₀`
and the perturbation `V`. -/
def bornSum (G0 V : A) (n : ℕ) : A := ∑ k ∈ Finset.range n, (G0 * V) ^ k * G0
```

`Finset.range n` is $\{0,\dots,n-1\}$, so `bornSum G0 V n` is $S_n$ with the indices used above and with the powers of `G0 * V` to the left of `G0`.

```lean
/-- Applying an operator of norm at most `q` a total of `k` times multiplies the norm by at
most `q ^ k`. -/
theorem norm_pow_mul_le {x : A} {q : ℝ} (hx : ‖x‖ ≤ q) (y : A) (k : ℕ) :
    ‖x ^ k * y‖ ≤ q ^ k * ‖y‖ := by
  have h0 : 0 ≤ q := (norm_nonneg x).trans hx
  induction k with
  | zero => simp
  | succ k ih =>
    calc ‖x ^ (k + 1) * y‖ = ‖x * (x ^ k * y)‖ := by rw [pow_succ', mul_assoc]
      _ ≤ ‖x‖ * ‖x ^ k * y‖ := norm_mul_le _ _
      _ ≤ q * (q ^ k * ‖y‖) := mul_le_mul hx ih (norm_nonneg _) h0
      _ = q ^ (k + 1) * ‖y‖ := by ring
```

This is Step 1, and the `calc` block is the chain written there. `pow_succ'` puts the new factor $x$ on the left, `norm_mul_le` is submultiplicativity, and `h0` records $q\ge0$, which follows from $0\le\|x\|\le q$.

```lean
/-- A solution of the equation `D = B + x D` with kernel `‖x‖ ≤ q < 1` has norm at most
`‖B‖ / (1 - q)`. -/
theorem norm_le_of_fixed_point {x B D : A} {q : ℝ} (hx : ‖x‖ ≤ q) (hq : q < 1)
    (hD : D = B + x * D) : ‖D‖ ≤ ‖B‖ / (1 - q) := by
  have h : ‖D‖ ≤ ‖B‖ + q * ‖D‖ :=
    calc ‖D‖ = ‖B + x * D‖ := congrArg norm hD
      _ ≤ ‖B‖ + ‖x * D‖ := norm_add_le _ _
      _ ≤ ‖B‖ + q * ‖D‖ := by
        have h1 := norm_mul_le x D
        have h2 := mul_le_mul_of_nonneg_right hx (norm_nonneg D)
        linarith
  rw [le_div_iff₀ (by linarith)]
  linarith
```

Step 2: `h` is the inequality $\|D\|\le\|B\|+q\|D\|$, and `le_div_iff₀` clears the positive denominator so that `linarith` can finish.

```lean
/-- The Born partial sums obey the iteration `Sₙ₊₁ = G₀ + G₀ V Sₙ`. -/
theorem bornSum_succ (G0 V : A) (n : ℕ) :
    bornSum G0 V (n + 1) = G0 + G0 * V * bornSum G0 V n := by
  unfold bornSum
  rw [Finset.sum_range_succ', Finset.mul_sum, pow_zero, one_mul]
  refine (add_comm _ _).trans ?_
  congr 1
  refine Finset.sum_congr rfl fun k _ => ?_
  rw [pow_succ']
  exact mul_assoc _ _ _
```

This is the recursion $S_{n+1}=G_0+xS_n$. `Finset.sum_range_succ'` splits off the term $k=0$, `Finset.mul_sum` moves $x$ inside the sum, and the remaining terms are compared one by one.

```lean
/-- If `G₀ M = 1`, `(M - V) G = 1` and `‖G₀ V‖ ≤ q < 1`, the distance from `G` to the `n`-term
Born sum is at most the norm of the first omitted term divided by `1 - q`. -/
theorem born_error_aposteriori {M V G0 G : A} {q : ℝ} (h0 : G0 * M = 1)
    (hG : (M - V) * G = 1) (hx : ‖G0 * V‖ ≤ q) (hq : q < 1) (n : ℕ) :
    ‖G - bornSum G0 V n‖ ≤ ‖(G0 * V) ^ n * G0‖ / (1 - q) := by
  -- Dyson equation G - G₀ V G = G₀
  have dyson : G - G0 * V * G = G0 :=
    calc G - G0 * V * G = G0 * M * G - G0 * V * G := by rw [h0, one_mul]
      _ = G0 * ((M - V) * G) := by noncomm_ring
      _ = G0 := by rw [hG, mul_one]
  -- two ways of writing Sₙ₊₁
  have step : bornSum G0 V n + (G0 * V) ^ n * G0 = G0 + G0 * V * bornSum G0 V n := by
    rw [← bornSum_succ]
    exact (Finset.sum_range_succ _ n).symm
  -- the error solves D = (G₀V)ⁿ G₀ + G₀V D
  refine norm_le_of_fixed_point hx hq ?_
  rw [mul_sub]
  have e1 : (G0 * V) ^ n * G0 = G0 + G0 * V * bornSum G0 V n - bornSum G0 V n :=
    eq_sub_of_add_eq' step
  have e2 : G0 * V * G = G - G0 := eq_sub_of_add_eq' (sub_eq_iff_eq_add.mp dyson).symm
  rw [e1, e2]
  abel
```

Step 4 needs only that `G0` is a left inverse of `M` and `G` a right inverse of `M - V`, and it holds without completeness. `dyson` is the Dyson equation, with `noncomm_ring` for the distributive law in a non-commuting ring, and `step` equates the two recursions of Step 3. After `norm_le_of_fixed_point` is applied, the goal is the error equation. Substituting `e1` and `e2` leaves an identity among sums and differences, which `abel` closes.

```lean
/-- If `G₀` inverts `M` and `‖G₀ V‖ ≤ q < 1` in a complete normed ring, then `M - V` is
invertible and its inverse lies within `qⁿ ‖G₀‖ / (1 - q)` of the `n`-term Born sum. -/
theorem born_series_error [CompleteSpace A] {M V G0 : A} {q : ℝ} (h0 : G0 * M = 1)
    (h1 : M * G0 = 1) (hx : ‖G0 * V‖ ≤ q) (hq : q < 1) :
    IsUnit (M - V) ∧
      ∀ n, ‖Ring.inverse (M - V) - bornSum G0 V n‖ ≤ q ^ n * ‖G0‖ / (1 - q) := by
  -- M - V = M (1 - G₀ V), a product of two invertible factors
  have hM : IsUnit M := ⟨⟨M, G0, h1, h0⟩, rfl⟩
  have hN : IsUnit (1 - G0 * V) := ⟨Units.oneSub (G0 * V) (hx.trans_lt hq), rfl⟩
  have fac : M - V = M * (1 - G0 * V) := by
    rw [mul_sub, mul_one, ← mul_assoc, h1, one_mul]
  have hu : IsUnit (M - V) := by
    rw [fac]
    exact hM.mul hN
  refine ⟨hu, fun n => ?_⟩
  refine (born_error_aposteriori h0 (Ring.mul_inverse_cancel _ hu) hx hq n).trans ?_
  exact div_le_div_of_nonneg_right (norm_pow_mul_le hx G0 n) (by linarith)
```

The main theorem states the claim: `h0` and `h1` say that $G_0$ inverts $M$, `hx` and `hq` are $\|G_0V\|\le q<1$, and `IsUnit (M - V)` is two-sided invertibility. The smallness of $G_0V$ is a hypothesis and is not derived from properties of $M$ and $V$. The choice $q=\|G_0V\|$ is allowed, as is any larger estimate below $1$. `Ring.inverse` returns $0$ on non-invertible elements, and the first conjunct ensures that it is the true inverse $G$ here.

The way invertibility is established is worth reusing. An explicit two-sided inverse is packed as `⟨⟨M, G0, h1, h0⟩, rfl⟩`, and `Units.oneSub` provides the Neumann series of Step 5 from a norm below $1$. After the factorisation `fac`, `hM.mul hN` multiplies the two factors, and `Ring.mul_inverse_cancel` delivers the equation $(M-V)G=1$ that Step 4 consumes.

One could instead assume $\|1\|=1$ and estimate $\|x^nG_0\|\le\|x^n\|\,\|G_0\|\le q^n\|G_0\|$, where $\|x^0\|\le q^0$ uses that assumption at $n=0$. The bound would be the same, but norms such as the Frobenius norm on $d\times d$ matrices, with $\|1\|=\sqrt d$, would be excluded for $d>1$. Carrying the factor $y$ through Step 1 avoids the assumption.

```lean
/-- If `G₀` inverts `M` and `‖G₀ V‖ < 1`, the Born partial sums converge in norm to the
inverse of `M - V`. -/
theorem bornSum_tendsto [CompleteSpace A] {M V G0 : A} (h0 : G0 * M = 1)
    (h1 : M * G0 = 1) (hq : ‖G0 * V‖ < 1) :
    Tendsto (bornSum G0 V) atTop (𝓝 (Ring.inverse (M - V))) := by
  have hb := (born_series_error h0 h1 le_rfl hq).2
  have lim := ((tendsto_pow_atTop_nhds_zero_of_lt_one (norm_nonneg (G0 * V)) hq).mul_const
    ‖G0‖).div_const (1 - ‖G0 * V‖)
  rw [zero_mul, zero_div] at lim
  rw [tendsto_iff_norm_sub_tendsto_zero]
  refine squeeze_zero (fun _ => norm_nonneg _) (fun n => ?_) lim
  rw [norm_sub_rev]
  exact hb n
```

With $q=\|G_0V\|$ the bound tends to $0$ as $n\to\infty$, which is `lim`. `squeeze_zero` traps $\|S_n-G\|$ between $0$ and that bound, so $S_n\to G$ in norm. Completeness of $A$ is assumed here too, since it guarantees that the inverse $G$ exists in $A$.

```lean
/-- If `z` is in the resolvent set of `H₀` and `G₀ = (z - H₀)⁻¹` has `‖G₀ V‖ ≤ q < 1`, then `z`
is in the resolvent set of `H₀ + V` and `(z - H₀ - V)⁻¹` lies within `qⁿ ‖G₀‖ / (1 - q)` of the
`n`-term Born sum. -/
theorem resolvent_born_error [CompleteSpace A] [Algebra ℂ A] {H0 V : A} {z : ℂ} {q : ℝ}
    (hz : z ∈ resolventSet ℂ H0) (hx : ‖resolvent H0 z * V‖ ≤ q) (hq : q < 1) :
    z ∈ resolventSet ℂ (H0 + V) ∧
      ∀ n, ‖resolvent (H0 + V) z - bornSum (resolvent H0 z) V n‖
        ≤ q ^ n * ‖resolvent H0 z‖ / (1 - q) := by
  have hu : IsUnit (algebraMap ℂ A z - H0) := hz
  have h := born_series_error (M := algebraMap ℂ A z - H0) (V := V) (G0 := resolvent H0 z)
    (Ring.inverse_mul_cancel _ hu) (Ring.mul_inverse_cancel _ hu) hx hq
  rw [← sub_add_eq_sub_sub] at h
  exact h
```

Here `Algebra ℂ A` gives the element $z\cdot1$, written `algebraMap ℂ A z`. `resolventSet ℂ H0` is the set of $z$ for which $z-H_0$ is invertible, and `resolvent H0 z` is $(z-H_0)^{-1}$, which fixes the sign convention. The theorem says that $z$ is also in the resolvent set of $H_0+V$ and that the same bound holds for $(z-H_0-V)^{-1}$. No self-adjointness is assumed, but $A$ must be complete, and $H_0$ and $V$ are elements of $A$ and so have finite norm. The proof applies the main theorem to $M=z-H_0$ and rewrites $(z-H_0)-V$ as $z-(H_0+V)$.

```lean
/-- For real numbers `0 ≤ v < m` and `G₀ = 1/m` one has `‖G₀ v‖ < 1`, and the error bound with
`q = ‖G₀ v‖` holds with equality at every order `n`. -/
theorem born_error_sharp {m v : ℝ} (hv : 0 ≤ v) (hvm : v < m) :
    ‖m⁻¹ * v‖ < 1 ∧ ∀ n, ‖(m - v)⁻¹ - bornSum m⁻¹ v n‖
      = ‖m⁻¹ * v‖ ^ n * ‖m⁻¹‖ / (1 - ‖m⁻¹ * v‖) := by
  have hm : 0 < m := hv.trans_lt hvm
  have hd : 0 < m - v := by linarith
  have hx0 : 0 ≤ m⁻¹ * v := by positivity
  have hx1 : m⁻¹ * v < 1 := by
    rw [← div_eq_inv_mul]
    exact (div_lt_one hm).2 hvm
  have e : (m - v)⁻¹ - m⁻¹ = m⁻¹ * v * (m - v)⁻¹ := by
    have hm' := hm.ne'
    have hd' := hd.ne'
    field_simp
    ring
  have key : ∀ n, (m - v)⁻¹ - bornSum m⁻¹ v n = (m⁻¹ * v) ^ n * (m - v)⁻¹ := by
    intro n
    induction n with
    | zero => simp [bornSum]
    | succ n ih =>
      unfold bornSum at ih ⊢
      rw [Finset.sum_range_succ]
      linear_combination ih + (m⁻¹ * v) ^ n * e
  have hA : (m - v)⁻¹ = m⁻¹ / (1 - m⁻¹ * v) := by
    rw [eq_div_iff (by linarith)]
    linear_combination e
  rw [Real.norm_of_nonneg hx0, Real.norm_of_nonneg (inv_pos.2 hm).le]
  refine ⟨hx1, fun n => ?_⟩
  rw [key, Real.norm_of_nonneg (mul_nonneg (pow_nonneg hx0 n) (inv_pos.2 hd).le), hA,
    mul_div_assoc]
```

For real numbers $0\le v<m$, take $M=m$, $V=v$, $G_0=1/m$ and $q=v/m<1$. The scalar Dyson equation `e` is $(m-v)^{-1}-m^{-1}=q\,(m-v)^{-1}$. By induction, `key` gives the error $(m-v)^{-1}-S_n=q^n(m-v)^{-1}$: subtracting the term $q^nm^{-1}$ from the order-$n$ error leaves $q^n\,[(m-v)^{-1}-m^{-1}]=q^{n+1}(m-v)^{-1}$, which is the combination handed to `linear_combination`. Finally `hA` is $(m-v)^{-1}=m^{-1}/(1-q)$, so the bound is attained at every order $n$ in this scalar family.

```lean
/-- The quaternions `M = 2i`, `G₀ = -i/2`, `V = j` satisfy `G₀ M = M G₀ = 1` and
`‖G₀ V‖ = 1/2`, and `G₀` does not commute with `V`. -/
theorem born_series_error_witness :
    let M : ℍ[ℝ] := ⟨0, 2, 0, 0⟩
    let G0 : ℍ[ℝ] := ⟨0, -1 / 2, 0, 0⟩
    let V : ℍ[ℝ] := ⟨0, 0, 1, 0⟩
    G0 * M = 1 ∧ M * G0 = 1 ∧ ‖G0 * V‖ = 1 / 2 ∧ G0 * V ≠ V * G0 := by
  intro M G0 V
  -- components of the quaternion product
  have hr : ∀ a b : ℍ[ℝ], (a * b).re
      = a.re * b.re - a.imI * b.imI - a.imJ * b.imJ - a.imK * b.imK := fun a b => by
    simp
  have hi : ∀ a b : ℍ[ℝ], (a * b).imI
      = a.re * b.imI + a.imI * b.re + a.imJ * b.imK - a.imK * b.imJ := fun a b => by
    simp
  have hj : ∀ a b : ℍ[ℝ], (a * b).imJ
      = a.re * b.imJ - a.imI * b.imK + a.imJ * b.re + a.imK * b.imI := fun a b => by
    simp
  have hk : ∀ a b : ℍ[ℝ], (a * b).imK
      = a.re * b.imK + a.imI * b.imJ - a.imJ * b.imI + a.imK * b.re := fun a b => by
    simp
  refine ⟨?_, ?_, ?_, ?_⟩
  · ext <;> simp only [hr, hi, hj, hk] <;> norm_num [M, G0]
  · ext <;> simp only [hr, hi, hj, hk] <;> norm_num [M, G0]
  · have h := Quaternion.normSq_eq_norm_mul_self (G0 * V)
    have h2 : Quaternion.normSq (G0 * V) = 1 / 4 := by
      rw [Quaternion.normSq_def']
      simp only [hr, hi, hj, hk]
      norm_num [G0, V]
    rw [h2] at h
    have h3 := norm_nonneg (G0 * V)
    apply le_antisymm <;> nlinarith
  · intro h
    have h2 : (G0 * V).imK = (V * G0).imK := by rw [h]
    rw [hk, hk] at h2
    norm_num [G0, V] at h2

end

end BornSeriesResolventError
```

A non-commuting instance uses real quaternions with units $i,j,k$ (here $k$ is not an index), written `⟨0, 2, 0, 0⟩` in the order real, $i$, $j$, $k$. With $M=2i$, $G_0=-i/2$ and $V=j$ one has $G_0M=MG_0=-i^2=1$, while $G_0V=-k/2$ and $VG_0=+k/2$. The proof expands products in components through `hr`, `hi`, `hj`, `hk`, obtains $\|G_0V\|=1/2$ from the squared norm $1/4$, and separates the two products by their $k$ components.

```lean
#print axioms BornSeriesResolventError.born_series_error
#print axioms BornSeriesResolventError.bornSum_tendsto
#print axioms BornSeriesResolventError.resolvent_born_error
#print axioms BornSeriesResolventError.born_error_sharp
```

```
'BornSeriesResolventError.born_series_error' depends on axioms: [propext, Classical.choice, Quot.sound]
'BornSeriesResolventError.bornSum_tendsto' depends on axioms: [propext, Classical.choice, Quot.sound]
'BornSeriesResolventError.resolvent_born_error' depends on axioms: [propext, Classical.choice, Quot.sound]
'BornSeriesResolventError.born_error_sharp' depends on axioms: [propext, Classical.choice, Quot.sound]
```
